# For a finite plane-wave sum at fixed density, the force on an ion is minus the gradient of its energy

## Do the sign and the conjugate in the force formula match the energy?

If a plane-wave code has a wrong sign or a misplaced complex conjugate in its forces, a geometry optimisation can settle where the energy has no minimum, and molecular dynamics can fail to conserve energy. The energy itself may look perfectly fine.

The term I care about is the interaction of one ion at \(R\) with a fixed electron density. With a finite set \(S\) of wave vectors \(G\), complex density coefficients \(\rho_G\) and real potential coefficients \(v_G\), it is

\[
E(R)=\sum_{G\in S}\operatorname{Re}\!\left(\overline{\rho_G}\,v_G\,e^{-iG\cdot R}\right).
\]

I believe that the force along a direction \(u\) is

\[
-\,dE(R)[u]=-\sum_{G\in S}(G\cdot u)\,v_G\operatorname{Im}\!\left(\overline{\rho_G}\,e^{-iG\cdot R}\right),
\]

and that a pair of waves \(\pm g\) in one dimension, with the same real density coefficient \(b\) and the same potential coefficient \(w\), gives \(2bwg\sin(gR)\). Can this be made rigorous and checked by machine, signs included?

## Yes: each wave contributes the derivative of a cosine and a sine

Take one wave with density coefficient \(c=c_r+ic_i\), where \(c_r\) and \(c_i\) are real, and phase \(\theta\). Multiplying out gives

\[
\overline{c}\,e^{-i\theta}=(c_r-ic_i)(\cos\theta-i\sin\theta),
\]

so that

\[
\operatorname{Re}(\overline c\,e^{-i\theta})=c_r\cos\theta-c_i\sin\theta,
\qquad
\operatorname{Im}(\overline c\,e^{-i\theta})=-c_r\sin\theta-c_i\cos\theta .
\]

The derivative of the first expression is the second:

\[
\frac{d}{d\theta}\operatorname{Re}(\overline c\,e^{-i\theta})
=-c_r\sin\theta-c_i\cos\theta
=\operatorname{Im}(\overline c\,e^{-i\theta}).
\]

Now put \(\theta=G\cdot R\). When \(R\) moves along \(u\), the phase changes at the rate \(G\cdot u\). The chain rule, the real factor \(v_G\) and the sum over \(G\) give

\[
dE(R)[u]=\sum_{G\in S}(G\cdot u)\,v_G\operatorname{Im}\!\left(\overline{\rho_G}\,e^{-iG\cdot R}\right)=-F(R)\cdot u,
\]

with the force vector

\[
F(R)=-\sum_{G\in S}v_G\operatorname{Im}\!\left(\overline{\rho_G}\,e^{-iG\cdot R}\right)G .
\]

The same phases show what happens when the density moves instead. A rigid displacement by \(a\) replaces \(\rho_G\) by \(e^{-iG\cdot a}\rho_G\). Conjugation turns the new factor into \(e^{iG\cdot a}\), and

\[
\overline{e^{-iG\cdot a}\rho_G}\,e^{-iG\cdot R}=\overline{\rho_G}\,e^{-iG\cdot(R-a)} .
\]

The energy is therefore that of the original density with the ion at \(R-a\). Displacing the density along \(u\) is equivalent to displacing the ion along \(-u\), so the force on the density is \(-F(R)\).

For the pair \(\pm g\) with \(g\neq0\), the imaginary parts are \(-b\sin(gR)\) for \(g\) and \(+b\sin(gR)\) for \(-g\). Hence

\[
F(R)=-\bigl[w(-b\sin gR)\,g+w(b\sin gR)(-g)\bigr]=2bwg\sin(gR).
\]

At \(g=0\) the two waves coincide, the energy is constant, and both sides of the formula vanish. For small \(|gR|\) the force is approximately \(2bwg^2R\). When \(bw<0\), this is a harmonic restoring force with spring constant \(2|bw|g^2\). An example is \(b>0\) and \(w<0\): the pair's part of the density, \(2b\cos(gr)\), is then highest at the origin, and its part of the potential, proportional to \(w\cos(g(r-R))\), is lowest at the ion. The pair alone is not an electron density, since \(2b\cos(gr)\) is negative in places; a constant term \(\rho_0\ge 2|b|\) cures this and adds no force.

Here is the complete Lean file.

```lean
import Mathlib

open ComplexConjugate

namespace PlaneWaveForce

noncomputable section

variable {V : Type*} [NormedAddCommGroup V] [InnerProductSpace ℝ V]

/-- The complex conjugate of the density coefficient `c`, times the phase factor `exp(-iθ)`. -/
def wave (c : ℂ) (θ : ℝ) : ℂ := conj c * Complex.exp (-Complex.I * (θ : ℂ))

/-- The energy of an ion at `R`: the sum over wave vectors `G` of
`Re(conj(ρ G) v(G) exp(-i G·R))`. -/
def energy (S : Finset V) (ρ : V → ℂ) (v : V → ℝ) (R : V) : ℝ :=
  ∑ G ∈ S, ((v G : ℂ) * wave (ρ G) (inner ℝ G R)).re

/-- The plane-wave force vector, minus the sum over `G` of
`v(G) Im(conj(ρ G) exp(-i G·R)) G`. -/
def force (S : Finset V) (ρ : V → ℂ) (v : V → ℝ) (R : V) : V :=
  -∑ G ∈ S, (v G * (wave (ρ G) (inner ℝ G R)).im) • G

/-- The Fourier coefficients of the density after a rigid displacement by `a`. -/
def translate (a : V) (ρ : V → ℂ) (G : V) : ℂ :=
  Complex.exp (-Complex.I * ((inner ℝ G a : ℝ) : ℂ)) * ρ G

/-- The real part of one wave in terms of cosine and sine. -/
theorem wave_re (c : ℂ) (θ : ℝ) :
    (wave c θ).re = c.re * Real.cos θ - c.im * Real.sin θ := by
  simp [wave, Complex.exp_re, Complex.exp_im]

/-- The imaginary part of one wave in terms of cosine and sine. -/
theorem wave_im (c : ℂ) (θ : ℝ) :
    (wave c θ).im = -(c.re * Real.sin θ) - c.im * Real.cos θ := by
  simp [wave, Complex.exp_re, Complex.exp_im]
  ring

/-- The derivative of the energy of one wave with respect to its phase is
the potential coefficient times the imaginary part of the wave. -/
theorem hasDerivAt_wave_energy (w : ℝ) (c : ℂ) (θ : ℝ) :
    HasDerivAt (fun x : ℝ => ((w : ℂ) * wave c x).re) (w * (wave c θ).im) θ := by
  have h : (fun x : ℝ => ((w : ℂ) * wave c x).re) =
      fun x => w * (c.re * Real.cos x - c.im * Real.sin x) := by
    funext x
    rw [Complex.re_ofReal_mul, wave_re]
  rw [h, wave_im]
  have h' := (((Real.hasDerivAt_cos θ).const_mul c.re).fun_sub
    ((Real.hasDerivAt_sin θ).const_mul c.im)).const_mul w
  exact h'.congr_deriv (by ring)

/-- The energy is differentiable in the ion position, and its derivative is
minus the inner product with the force vector. -/
theorem hasFDerivAt_energy (S : Finset V) (ρ : V → ℂ) (v : V → ℝ) (R : V) :
    HasFDerivAt (energy S ρ v) (-(innerSL ℝ (force S ρ v R))) R := by
  -- chain rule for each wave, with phase `G·R`
  have h : ∀ G ∈ S, HasFDerivAt
      (fun x : V => ((v G : ℂ) * wave (ρ G) (inner ℝ G x)).re)
      ((v G * (wave (ρ G) (inner ℝ G R)).im) • innerSL ℝ G) R := by
    intro G _
    have hi : HasFDerivAt (fun x : V => (inner ℝ G x : ℝ)) (innerSL ℝ G) R :=
      (innerSL ℝ G).hasFDerivAt
    exact (hasDerivAt_wave_energy (v G) (ρ G) (inner ℝ G R)).comp_hasFDerivAt R hi
  have hs : HasFDerivAt (energy S ρ v)
      (∑ G ∈ S, (v G * (wave (ρ G) (inner ℝ G R)).im) • innerSL ℝ G) R :=
    HasFDerivAt.fun_sum h
  refine hs.congr_fderiv ?_
  ext u
  simp [force, sum_apply]

/-- The component of the force along `u` as a sum over wave vectors. -/
theorem inner_force (S : Finset V) (ρ : V → ℂ) (v : V → ℝ) (R u : V) :
    inner ℝ (force S ρ v R) u =
      -∑ G ∈ S, inner ℝ G u * v G * (wave (ρ G) (inner ℝ G R)).im := by
  unfold force
  rw [inner_neg_left, sum_inner]
  congr 1
  refine Finset.sum_congr rfl fun G _ => ?_
  rw [real_inner_smul_left]
  ring

/-- Minus the derivative of the energy as the ion moves along `u` is
`-∑ (G·u) v(G) Im(conj(ρ G) exp(-i G·R))`. -/
theorem force_along (S : Finset V) (ρ : V → ℂ) (v : V → ℝ) (R u : V) :
    HasDerivAt (fun t : ℝ => -energy S ρ v (R + t • u))
      (-∑ G ∈ S, inner ℝ G u * v G * (wave (ρ G) (inner ℝ G R)).im) 0 := by
  have hl : HasDerivAt (fun t : ℝ => R + t • u) u 0 :=
    (((hasDerivAt_id' (0 : ℝ)).smul_const u).const_add R).congr_deriv (one_smul ℝ u)
  have hE : HasFDerivAt (energy S ρ v) (-(innerSL ℝ (force S ρ v R)))
      (R + (0 : ℝ) • u) := by
    rw [zero_smul, add_zero]
    exact hasFDerivAt_energy S ρ v R
  have h := (hE.comp_hasDerivAt (0 : ℝ) hl).fun_neg
  rw [← inner_force]
  exact h.congr_deriv (by simp)

/-- Displacing the density by `a` gives the same energy as displacing the ion
by `-a`. -/
theorem energy_translate (S : Finset V) (ρ : V → ℂ) (v : V → ℝ) (R a : V) :
    energy S (translate a ρ) v R = energy S ρ v (R - a) := by
  unfold energy
  refine Finset.sum_congr rfl fun G _ => ?_
  have hc : conj (-Complex.I * ((inner ℝ G a : ℝ) : ℂ)) =
      Complex.I * ((inner ℝ G a : ℝ) : ℂ) := by simp
  have he : -Complex.I * ((inner ℝ G R - inner ℝ G a : ℝ) : ℂ) =
      Complex.I * ((inner ℝ G a : ℝ) : ℂ) + -Complex.I * ((inner ℝ G R : ℝ) : ℂ) := by
    push_cast
    ring
  -- the two phase factors combine into one
  have hw : wave (translate a ρ G) (inner ℝ G R) = wave (ρ G) (inner ℝ G (R - a)) := by
    unfold wave translate
    rw [inner_sub_right, he, Complex.exp_add, map_mul, ← Complex.exp_conj, hc]
    ring
  rw [hw]

/-- Action and reaction: minus the derivative of the energy as the density is
displaced along `u` is the opposite of the force on the ion along `u`. -/
theorem reaction_on_density (S : Finset V) (ρ : V → ℂ) (v : V → ℝ) (R u : V) :
    HasDerivAt (fun t : ℝ => -energy S (translate (t • u) ρ) v R)
      (-(inner ℝ (force S ρ v R) u)) 0 := by
  have h := force_along S ρ v R (-u)
  rw [← inner_force, inner_neg_right] at h
  have hf : (fun t : ℝ => -energy S (translate (t • u) ρ) v R) =
      fun t : ℝ => -energy S ρ v (R + t • (-u)) := by
    funext t
    rw [energy_translate, smul_neg, sub_eq_add_neg]
  rw [hf]
  exact h

/-- In one dimension, the waves `g` and `-g` with real density coefficient `b`
and potential coefficient `w` exert the force `2 b w g sin(gR)`. -/
theorem force_pair (g b w R : ℝ) :
    force {g, -g} (fun _ => (b : ℂ)) (fun _ => w) R =
      2 * b * w * g * Real.sin (g * R) := by
  by_cases hg : g = 0
  · subst hg
    simp [force]
  · have hne : g ≠ -g := fun h => hg (by linarith)
    have hi : (inner ℝ g R : ℝ) = g * R := by simp [mul_comm]
    unfold force
    rw [Finset.sum_pair hne]
    simp only [wave_im, smul_eq_mul, inner_neg_left, hi, Complex.ofReal_re,
      Complex.ofReal_im, Real.sin_neg]
    ring

end

end PlaneWaveForce
```

```lean
#print axioms PlaneWaveForce.reaction_on_density
#print axioms PlaneWaveForce.force_pair
```

```
'PlaneWaveForce.reaction_on_density' depends on axioms: [propext, Classical.choice, Quot.sound]
'PlaneWaveForce.force_pair' depends on axioms: [propext, Classical.choice, Quot.sound]
```

## What the definitions say about ions and densities

The type `V` holds both positions and wave vectors. It is any real inner product space, so \(\mathbb R^d\) with its Euclidean inner product is included for every \(d\), and `inner ℝ G R` is \(G\cdot R\). The finite set `S` plays the part of the plane-wave cutoff. Its members need not lie on a reciprocal lattice, and \(-G\) need not accompany \(G\); the real part in `energy` keeps the energy real in every case.

The functions `ρ : V → ℂ` and `v : V → ℝ` supply the coefficients. The conventions correspond to a density \(\sum_G\rho_G e^{iG\cdot r}\) and an ionic potential \(\sum_G v_G e^{iG\cdot(r-R)}\), with any cell-volume factor absorbed into `v`. Real `v` stands for a local ionic potential that is symmetric under inversion through the ion, as a spherical one is.

`force` is defined by the explicit sum, not as a derivative. That leaves something to prove, and `hasFDerivAt_energy` proves it: the energy is differentiable at every `R`, and its derivative is the linear map \(u\mapsto-F(R)\cdot u\), written `-(innerSL ℝ (force S ρ v R))`.

`force_along` is the directional formula from the question. It differentiates \(-E(R+tu)\) with respect to \(t\) at \(t=0\). The vector `u` may have any length; a unit vector gives the force component in that direction.

`energy_translate` and `reaction_on_density` state the displacement identity and the opposite force on the density. `force_pair` treats the two waves in one dimension, for all real `g`, `b`, `w` and `R`.

The coefficients `ρ` do not depend on `R`. In electronic-structure practice the result therefore concerns the explicit force from a local pseudopotential at fixed density, with a finite set of plane waves. The response of the electrons to the ion's motion, non-local pseudopotentials and the repulsion between ions are not part of this model.

## How the proof follows the calculation

`wave_re` and `wave_im` are the two multiplied-out expressions. In each, `simp` expands the complex exponential into its real and imaginary parts.

`hasDerivAt_wave_energy` differentiates one wave in its phase. It first rewrites the energy as \(w(c_r\cos x-c_i\sin x)\), then combines the known derivatives of cosine and sine. The closing `ring` confirms that the outcome is \(w\) times the imaginary part, which is where the sign is settled.

`hasFDerivAt_energy` carries this over to positions. The map \(x\mapsto G\cdot x\) is linear and continuous, so it is its own derivative, and `comp_hasFDerivAt` applies the chain rule to each wave. `HasFDerivAt.fun_sum` adds the waves. The last two lines evaluate both linear maps on an arbitrary `u` and find that the sum equals \(-F(R)\cdot u\).

`inner_force` writes \(F(R)\cdot u\) as a sum over wave vectors. `force_along` then composes the full derivative with the line \(t\mapsto R+tu\), whose velocity is `u`, and changes the sign.

In `energy_translate`, the facts `hc` and `he` handle the conjugated exponent and the splitting of \(-iG\cdot(R-a)\). With them, `hw` merges the two phase factors of each wave into one. `reaction_on_density` uses this identity to turn a moving density into an ion moving along `-u`, and applies `force_along` to that motion.

`force_pair` separates the case `g = 0`, because the set `{g, -g}` then has only one element. Otherwise `Finset.sum_pair` writes out the two terms, `wave_im` inserts the sines, and `ring` adds the equal contributions.
